# London Bounds on the C6 Coefficient of Two Atoms with Finitely Many Transitions

Two spherical ground-state atoms, far enough apart not to overlap but close enough for retardation to be neglected, attract each other with leading energy $-C_6/R^6$ at separation $R$; in atomic units, let atom A have transitions with oscillator strengths $f_m$ and excitation energies (gaps) $a_m$, and atom B strengths $h_n$ and gaps $b_n$, both lists finite. The static polarisabilities are $\alpha_A=\sum_m f_m/a_m^2$ and $\alpha_B=\sum_n h_n/b_n^2$, and the code compares the sum-over-states $C_6$ with London's expression, which uses these polarisabilities and a single gap per atom.

In Lean 4 with Mathlib:

```lean
import Mathlib

open Set

namespace LondonDispersionBounds

noncomputable section

variable {ι κ : Type*} [Fintype ι] [Fintype κ]

/-- Static polarisability (atomic units) of an atom with transition strengths `f` and
nonzero excitation gaps `a`. -/
def polarizability (f a : ι → ℝ) : ℝ := ∑ m, f m / a m ^ 2

/-- The energy factor `x y / (x + y)` of two gaps with `x + y ≠ 0`. -/
def pairEnergy (x y : ℝ) : ℝ := x * y / (x + y)

/-- The sum-over-states dispersion coefficient of two atoms with strengths `f`, `h` and
positive gaps `a`, `b`. -/
def dispersionC6 (f a : ι → ℝ) (h b : κ → ℝ) : ℝ :=
  3 / 2 * ∑ m, ∑ n, f m * h n / (a m * b n * (a m + b n))

/-- London's expression for polarisabilities `αA`, `αB` and one gap per atom, `x` and `y`,
with `x + y ≠ 0`. -/
def londonC6 (αA αB x y : ℝ) : ℝ := 3 / 2 * (αA * αB * pairEnergy x y)

/-- For positive gaps, the energy factor does not decrease when either gap is raised. -/
theorem pairEnergy_le {x x' y y' : ℝ} (hx : 0 < x) (hy : 0 < y)
    (hxx : x ≤ x') (hyy : y ≤ y') : pairEnergy x y ≤ pairEnergy x' y' := by
  have hx' : 0 < x' := by linarith
  have hy' : 0 < y' := by linarith
  unfold pairEnergy
  rw [div_le_div_iff₀ (by linarith) (by linarith)]
  nlinarith [mul_nonneg (mul_pos hx hx').le (sub_nonneg.2 hyy),
    mul_nonneg (mul_pos hy hy').le (sub_nonneg.2 hxx)]

/-- If two positive gaps are raised or kept and the energy factor stays the same, then
neither gap has changed. -/
theorem eq_of_pairEnergy_eq {x x' y y' : ℝ} (hx : 0 < x) (hy : 0 < y)
    (hxx : x ≤ x') (hyy : y ≤ y') (he : pairEnergy x y = pairEnergy x' y') :
    x = x' ∧ y = y' := by
  have hx' : 0 < x' := by linarith
  have hy' : 0 < y' := by linarith
  unfold pairEnergy at he
  rw [div_eq_div_iff (add_pos hx hy).ne' (add_pos hx' hy').ne'] at he
  -- the cross-multiplied difference is a sum of two nonnegative terms
  have h1 := mul_nonneg (mul_pos hx hx').le (sub_nonneg.2 hyy)
  have h2 := mul_nonneg (mul_pos hy hy').le (sub_nonneg.2 hxx)
  have e1 : x * x' * (y' - y) = 0 := by nlinarith
  have e2 : y * y' * (x' - x) = 0 := by nlinarith
  have d1 := (mul_eq_zero.1 e1).resolve_left (mul_pos hx hx').ne'
  have d2 := (mul_eq_zero.1 e2).resolve_left (mul_pos hy hy').ne'
  exact ⟨by linarith, by linarith⟩

/-- For positive gaps, the dispersion coefficient is a sum over pairs of transitions of
their polarisability contributions times the energy factor of the pair. -/
theorem dispersionC6_eq_sum (f a : ι → ℝ) (h b : κ → ℝ)
    (ha : ∀ m, 0 < a m) (hb : ∀ n, 0 < b n) :
    dispersionC6 f a h b =
      3 / 2 * ∑ m, ∑ n, f m / a m ^ 2 * (h n / b n ^ 2) * pairEnergy (a m) (b n) := by
  unfold dispersionC6
  congr 1
  refine Finset.sum_congr rfl fun m _ => Finset.sum_congr rfl fun n _ => ?_
  have h1 := (ha m).ne'
  have h2 := (hb n).ne'
  have h3 := (add_pos (ha m) (hb n)).ne'
  unfold pairEnergy
  field_simp

/-- London's expression for the polarisabilities of two atoms is a sum over pairs of transitions of
their polarisability contributions times one common energy factor. -/
theorem londonC6_eq_sum (f a : ι → ℝ) (h b : κ → ℝ) (x y : ℝ) :
    londonC6 (polarizability f a) (polarizability h b) x y =
      3 / 2 * ∑ m, ∑ n, f m / a m ^ 2 * (h n / b n ^ 2) * pairEnergy x y := by
  unfold londonC6 polarizability
  rw [Finset.sum_mul_sum]
  simp only [Finset.sum_mul]

/-- For nonnegative strengths and gaps in `[I, I']` and `[J, J']` with `I, J > 0`, the dispersion
coefficient lies between London's expression at the lower ends and at the upper ends of these
intervals. -/
theorem london_bounds (f a : ι → ℝ) (h b : κ → ℝ) {I I' J J' : ℝ}
    (hI : 0 < I) (hJ : 0 < J) (hf : ∀ m, 0 ≤ f m) (hh : ∀ n, 0 ≤ h n)
    (ha : ∀ m, a m ∈ Icc I I') (hb : ∀ n, b n ∈ Icc J J') :
    londonC6 (polarizability f a) (polarizability h b) I J ≤ dispersionC6 f a h b ∧
      dispersionC6 f a h b ≤
        londonC6 (polarizability f a) (polarizability h b) I' J' := by
  have pa : ∀ m, 0 < a m := fun m => lt_of_lt_of_le hI (ha m).1
  have pb : ∀ n, 0 < b n := fun n => lt_of_lt_of_le hJ (hb n).1
  have hw : ∀ m n, 0 ≤ f m / a m ^ 2 * (h n / b n ^ 2) := fun m n =>
    mul_nonneg (div_nonneg (hf m) (sq_nonneg _)) (div_nonneg (hh n) (sq_nonneg _))
  rw [dispersionC6_eq_sum f a h b pa pb, londonC6_eq_sum, londonC6_eq_sum]
  -- compare the energy factors pair by pair
  constructor
  · refine mul_le_mul_of_nonneg_left ?_ (by norm_num)
    exact Finset.sum_le_sum fun m _ => Finset.sum_le_sum fun n _ =>
      mul_le_mul_of_nonneg_left (pairEnergy_le hI hJ (ha m).1 (hb n).1) (hw m n)
  · refine mul_le_mul_of_nonneg_left ?_ (by norm_num)
    exact Finset.sum_le_sum fun m _ => Finset.sum_le_sum fun n _ =>
      mul_le_mul_of_nonneg_left (pairEnergy_le (pa m) (pb n) (ha m).2 (hb n).2) (hw m n)

/-- London's formula: for nonnegative strengths, if all gaps of one atom equal `I > 0` and
all gaps of the other equal `J > 0`, London's expression is exact. -/
theorem london_formula (f a : ι → ℝ) (h b : κ → ℝ) {I J : ℝ}
    (hI : 0 < I) (hJ : 0 < J) (hf : ∀ m, 0 ≤ f m) (hh : ∀ n, 0 ≤ h n)
    (ha : ∀ m, a m = I) (hb : ∀ n, b n = J) :
    dispersionC6 f a h b = londonC6 (polarizability f a) (polarizability h b) I J := by
  have hbd := london_bounds f a h b hI hJ hf hh
    (fun m => ⟨(ha m).ge, (ha m).le⟩) (fun n => ⟨(hb n).ge, (hb n).le⟩)
  exact le_antisymm hbd.2 hbd.1

/-- For atoms with at least one transition each, strictly positive strengths and gaps bounded below
by `I, J > 0`, the dispersion coefficient equals London's expression at `I` and `J` exactly when all
gaps of the first atom equal `I` and all gaps of the second equal `J`. -/
theorem lower_bound_attained_iff [Nonempty ι] [Nonempty κ]
    (f a : ι → ℝ) (h b : κ → ℝ) {I J : ℝ}
    (hI : 0 < I) (hJ : 0 < J) (hf : ∀ m, 0 < f m) (hh : ∀ n, 0 < h n)
    (ha : ∀ m, I ≤ a m) (hb : ∀ n, J ≤ b n) :
    dispersionC6 f a h b = londonC6 (polarizability f a) (polarizability h b) I J ↔
      (∀ m, a m = I) ∧ (∀ n, b n = J) := by
  have pa : ∀ m, 0 < a m := fun m => lt_of_lt_of_le hI (ha m)
  have pb : ∀ n, 0 < b n := fun n => lt_of_lt_of_le hJ (hb n)
  have hw : ∀ m n, 0 < f m / a m ^ 2 * (h n / b n ^ 2) := fun m n =>
    mul_pos (div_pos (hf m) (pow_pos (pa m) 2)) (div_pos (hh n) (pow_pos (pb n) 2))
  have term : ∀ m n, f m / a m ^ 2 * (h n / b n ^ 2) * pairEnergy I J ≤
      f m / a m ^ 2 * (h n / b n ^ 2) * pairEnergy (a m) (b n) := fun m n =>
    mul_le_mul_of_nonneg_left (pairEnergy_le hI hJ (ha m) (hb n)) (hw m n).le
  constructor
  · intro heq
    rw [dispersionC6_eq_sum f a h b pa pb, londonC6_eq_sum] at heq
    have hs := (mul_left_cancel₀ (by norm_num : (3 / 2 : ℝ) ≠ 0) heq).symm
    -- equal sums of ordered terms are equal term by term
    have hrow := (Finset.sum_eq_sum_iff_of_le (s := Finset.univ) (fun m _ =>
      Finset.sum_le_sum (s := Finset.univ) fun n _ => term m n)).1 hs
    have cell : ∀ m n, I = a m ∧ J = b n := by
      intro m n
      have hc := (Finset.sum_eq_sum_iff_of_le (s := Finset.univ)
        (fun n _ => term m n)).1 (hrow m (Finset.mem_univ m)) n (Finset.mem_univ n)
      exact eq_of_pairEnergy_eq hI hJ (ha m) (hb n) (mul_left_cancel₀ (hw m n).ne' hc)
    exact ⟨fun m => (cell m (Classical.arbitrary κ)).1.symm,
      fun n => (cell (Classical.arbitrary ι) n).2.symm⟩
  · rintro ⟨h1, h2⟩
    exact london_formula f a h b hI hJ (fun m => (hf m).le) (fun n => (hh n).le) h1 h2

/-- For nonnegative strengths and gaps in `[I, I']` and `[J, J']` with `0 < I ≤ I'` and
`0 < J ≤ J'`, there are effective gaps in these intervals for which London's expression is exact. -/
theorem exists_effective_gaps (f a : ι → ℝ) (h b : κ → ℝ) {I I' J J' : ℝ}
    (hI : 0 < I) (hJ : 0 < J) (hII : I ≤ I') (hJJ : J ≤ J')
    (hf : ∀ m, 0 ≤ f m) (hh : ∀ n, 0 ≤ h n)
    (ha : ∀ m, a m ∈ Icc I I') (hb : ∀ n, b n ∈ Icc J J') :
    ∃ x ∈ Icc I I', ∃ y ∈ Icc J J',
      dispersionC6 f a h b = londonC6 (polarizability f a) (polarizability h b) x y := by
  have hbd := london_bounds f a h b hI hJ hf hh ha hb
  -- raise both gaps together from their lowest to their highest values
  let g : ℝ → ℝ := fun t => londonC6 (polarizability f a) (polarizability h b)
    (I + t * (I' - I)) (J + t * (J' - J))
  have g0 : g 0 = londonC6 (polarizability f a) (polarizability h b) I J := by simp [g]
  have g1 : g 1 = londonC6 (polarizability f a) (polarizability h b) I' J' := by simp [g]
  have hg : ContinuousOn g (Icc 0 1) := by
    unfold g londonC6 pairEnergy
    refine continuousOn_const.mul (continuousOn_const.mul
      (ContinuousOn.div (by fun_prop) (by fun_prop) ?_))
    intro t ht
    have h1 := mul_nonneg ht.1 (sub_nonneg.2 hII)
    have h2 := mul_nonneg ht.1 (sub_nonneg.2 hJJ)
    have h3 : 0 < I + t * (I' - I) + (J + t * (J' - J)) := by linarith
    exact h3.ne'
  have hmem : dispersionC6 f a h b ∈ Icc (g 0) (g 1) := by
    rw [g0, g1]
    exact hbd
  obtain ⟨t, ht, hgt⟩ := intermediate_value_Icc (zero_le_one' ℝ) hg hmem
  have h1 := mul_nonneg ht.1 (sub_nonneg.2 hII)
  have h2 := mul_nonneg ht.1 (sub_nonneg.2 hJJ)
  have h3 := mul_nonneg (sub_nonneg.2 ht.2) (sub_nonneg.2 hII)
  have h4 := mul_nonneg (sub_nonneg.2 ht.2) (sub_nonneg.2 hJJ)
  exact ⟨I + t * (I' - I), ⟨by linarith, by nlinarith⟩,
    J + t * (J' - J), ⟨by linarith, by nlinarith⟩, hgt.symm⟩

end

end LondonDispersionBounds
```

```lean
#print axioms LondonDispersionBounds.lower_bound_attained_iff
#print axioms LondonDispersionBounds.exists_effective_gaps
```

```
'LondonDispersionBounds.lower_bound_attained_iff' depends on axioms: [propext, Classical.choice, Quot.sound]
'LondonDispersionBounds.exists_effective_gaps' depends on axioms: [propext, Classical.choice, Quot.sound]
```

## Two expressions for the same coefficient

The index types `ι` and `κ` label the transitions of A and B. `polarizability` is the sum given above, and `dispersionC6` is

$$C_6=\frac32\sum_{m,n}\frac{f_m h_n}{a_m b_n(a_m+b_n)} .$$

This is the usual isotropic, non-retarded result of second-order perturbation theory. It enters as a definition. London's expression, `londonC6`, is

$$L(x,y)=\frac32\,\alpha_A\alpha_B\,p(x,y),\qquad p(x,y)=\frac{xy}{x+y},$$

where $p$ is called `pairEnergy`. Despite the name, $p$ is not an interaction energy: it is half the harmonic mean of two gaps.

The letters $I$ and $J$ often denote ionisation energies in London's formula. Here they are positive lower limits on the gaps of A and B, and $I'$ and $J'$ are upper limits; `Icc I I'` is the closed interval $[I,I']$. The strengths $h_n$ have nothing to do with Planck's constant.

## What the theorems say about atoms

For nonnegative strengths, `london_bounds` states

$$L(I,J)\le C_6\le L(I',J').$$

The polarisabilities are the same, exact ones on both sides; only the gaps in $p$ change.

If all gaps of A equal $I$ and all gaps of B equal $J$, `london_formula` gives $C_6=L(I,J)$. This does not justify inserting ionisation energies for atoms whose gaps are spread out.

`lower_bound_attained_iff` treats strictly positive strengths, at least one transition per atom, and no upper limits on the gaps. The lower bound is then attained exactly when every gap of A is $I$ and every gap of B is $J$. A transition of zero strength would contribute nothing, so its gap could not be inferred from the equality.

Finally, `exists_effective_gaps` says that some $x\in[I,I']$ and $y\in[J,J']$ satisfy $C_6=L(x,y)$. It does not claim that they are unique. The conditions $I\le I'$ and $J\le J'$ are stated separately because an atom with an empty list of transitions would not imply them.

Nonnegative strengths are appropriate for atoms in their ground states, where every transition goes upwards in energy. Going from a real atom to this model involves replacing its full spectrum, including the ionisation continuum, by a finite list.

## Comparing the sums pair by pair

Start with the factor $p$. For positive gaps with $x\le x'$ and $y\le y'$, putting the difference over a common denominator gives

$$p(x',y')-p(x,y)=\frac{xx'(y'-y)+yy'(x'-x)}{(x+y)(x'+y')}\ge 0 .$$

This is `pairEnergy_le`. The proof cross-multiplies and passes the two nonnegative terms of the numerator to `nlinarith`. If the difference is zero, both terms vanish, and since $xx'$ and $yy'$ are positive, $x=x'$ and $y=y'$. That is `eq_of_pairEnergy_eq`.

Next, each term of $C_6$ can be split into polarisability contributions and a factor $p$:

$$\frac{f_m h_n}{a_m b_n(a_m+b_n)}=\frac{f_m}{a_m^2}\,\frac{h_n}{b_n^2}\,\frac{a_m b_n}{a_m+b_n}.$$

With $w_{mn}=(f_m/a_m^2)(h_n/b_n^2)$, this means

$$C_6=\frac32\sum_{m,n}w_{mn}\,p(a_m,b_n),\qquad L(x,y)=\frac32\sum_{m,n}w_{mn}\,p(x,y).$$

The first identity is `dispersionC6_eq_sum`, where `field_simp` clears the nonzero denominators. The second, `londonC6_eq_sum`, multiplies out the product $\alpha_A\alpha_B$.

Since $w_{mn}\ge0$ and $p(I,J)\le p(a_m,b_n)\le p(I',J')$, summing over all pairs gives both bounds. `Finset.sum_le_sum` does this once for each index. When the gaps coincide within each atom, the upper and lower limits are equal, so the two inequalities become London's formula.

For the equality case, two equal sums whose terms are ordered must agree term by term; `Finset.sum_eq_sum_iff_of_le` is applied first to the rows and then within each row. Strict positivity of $w_{mn}$ allows it to be cancelled, leaving $p(I,J)=p(a_m,b_n)$ and hence $a_m=I$, $b_n=J$. Having a transition on each atom supplies the partner index needed to read off each gap.

For the effective gaps, raise both gaps together:

$$x(t)=I+t(I'-I),\qquad y(t)=J+t(J'-J),\qquad 0\le t\le1 .$$

The function $g(t)=L(x(t),y(t))$ is continuous because $x(t)+y(t)>0$. The bounds say $g(0)\le C_6\le g(1)$, so the intermediate value theorem, `intermediate_value_Icc`, provides a $t$ with $g(t)=C_6$.

## Why the lowest gaps give the lower bound

At fixed strengths, $f_mh_n/(a_mb_n(a_m+b_n))$ decreases when a gap is raised, which may suggest that the lowest gaps give the upper bound. That argument also changes the polarisabilities. In $L(x,y)$ they are held at their exact values, and the remaining factor $p$ increases with the gaps.

## A bracket from a computed transition list

A linear-response calculation in a finite basis yields a list of excitation energies and oscillator strengths; when the strengths are nonnegative and the gaps positive, the bounds apply to the $C_6$ obtained from that list.

Take two identical model atoms, each with strengths $1/2,1/2$ at gaps $1/2,1$ hartree. Then $\alpha_A=\alpha_B=2.5$, and the double sum gives $C_6=2.6875$ in atomic units. London's expression gives $2.34375$ at the lowest gaps and $4.6875$ at the highest. With one common effective gap $x$ for both atoms, $p(x,x)=x/2$, so

$$x=\frac{4C_6}{3\alpha_A^2}\approx0.573\ \text{hartree},$$

close to the lower gap, whose transition supplies most of the polarisability.
